# The number of irreducible k-points on a Γ-centred N × N mesh with a threefold axis and time reversal

Take a 2 × 2 mesh of k-points with integer coordinates \((a,b)\) modulo 2. The threefold rotation \((a,b)\mapsto(-b,\,a-b)\) carries \((1,0)\to(0,1)\to(1,1)\to(1,0)\) and leaves Γ, the point \((0,0)\), alone. Time reversal \(k\mapsto -k\) moves nothing, because \(-1=1\) modulo 2. So there are two inequivalent points, although two symmetries of order 3 and 2 might suggest dividing the mesh size by 6.

For general \(N\ge 1\) I believe the count is

\[
\frac{N^2+F_2+2F_3+2}{6},
\]

where \(F_2=4\) for even \(N\) and 1 otherwise, and \(F_3=3\) if 3 divides \(N\) and 1 otherwise. Can this be derived rigorously, with a machine-checked proof that also covers small meshes where the symmetries degenerate?

## Fixed points of a single sixfold operation

Yes. Write \(R(a,b)=(-b,a-b)\) for the rotation and \(T(k)=-k\) for time reversal. Their product \(S=TR\) has the powers

\[
\begin{aligned}
S(a,b)&=(b,\,b-a), & S^2(a,b)&=(b-a,\,-a), & S^3(a,b)&=(-a,\,-b),\\
S^4(a,b)&=(-b,\,a-b), & S^5(a,b)&=(a-b,\,a), & S^6(a,b)&=(a,\,b).
\end{aligned}
\]

Hence \(T=S^3\) and \(R=S^4\), and the group generated by \(R\) and \(T\) consists of the powers of \(S\).

Now count the pairs \((i,k)\) with \(0\le i<6\) and \(S^ik=k\). If the orbit of \(k\) has \(d\) points, then \(S^ik=k\) exactly when \(d\) divides \(i\). Since \(S^6=1\), \(d\) divides 6, and \(6/d\) of the six exponents fix \(k\). The \(d\) points of the orbit together contribute \(d\cdot 6/d=6\) pairs. Six times the number of orbits is therefore the total number of fixed points of \(S^0,\dots,S^5\). This needs only \(S^6=1\), not that 6 is the smallest such exponent.

The fixed points are as follows.

- \(S^0\) fixes all \(N^2\) points.
- \(S\) requires \(b=a\) and \(b-a=b\), so \(a=b=0\). \(S^5\) requires \(a-b=a\) and \(a=b\), with the same result. Each fixes one point.
- \(S^3\) requires \(2a=0\) and \(2b=0\).
- \(S^2\) requires \(b-a=a\) and \(-a=b\), which is equivalent to \(b=-a\) and \(3a=0\). \(S^4\) requires \(-b=a\) and \(a-b=b\), which is equivalent to the same two equations.

It remains to solve \(pa=0\) modulo \(N\) for a prime \(p\). If \(N=pm\), take the representative \(0\le a<N\). Then \(pm\) divides \(pa\), so \(a=mc\) with \(0\le c<p\), and all \(p\) of these values are solutions. If \(p\) does not divide \(N\), it is invertible modulo \(N\), and only \(a=0\) remains.

Thus \(S^3\) fixes \(F_2\) points (\(2\cdot 2\) or \(1\cdot 1\)), and \(S^2\) and \(S^4\) fix \(F_3\) each. The sum is

\[
6\times(\text{number of orbits})=N^2+1+F_3+F_2+F_3+1 .
\]

For \(N=2\) the six terms are \(4,1,1,4,1,1\), with sum 12, which gives the two orbits found above.

The excess \(F_2+2F_3+2\) over \(N^2\) lies between \(1+2+2=5\) and \(4+6+2=12\). For \(N=6m\) it equals 12, so there are \((36m^2+12)/6=6m^2+2\) orbits.

Here is the complete Lean file.

```lean
import Mathlib

namespace ThreefoldTimeReversalMesh

noncomputable section

/-- The Γ-centred N × N mesh of k-points, in integer coordinates modulo N. -/
abbrev KMesh (N : ℕ) := ZMod N × ZMod N

/-- The threefold rotation (a, b) ↦ (-b, a - b) of the mesh. -/
def rotation (N : ℕ) : Equiv.Perm (KMesh N) where
  toFun k := (-k.2, k.1 - k.2)
  invFun k := (k.2 - k.1, -k.1)
  left_inv := fun ⟨a, b⟩ => Prod.ext (by simp) (by simp)
  right_inv := fun ⟨a, b⟩ => Prod.ext (by simp) (by simp)

/-- Time reversal k ↦ -k on the mesh. -/
def timeReversal (N : ℕ) : Equiv.Perm (KMesh N) where
  toFun k := -k
  invFun k := -k
  left_inv := fun k => neg_neg k
  right_inv := fun k => neg_neg k

/-- The group generated by the threefold rotation and time reversal. -/
def symmetryGroup (N : ℕ) : Subgroup (Equiv.Perm (KMesh N)) :=
  Subgroup.closure {rotation N, timeReversal N}

/-- The number of symmetry-inequivalent k-points, that is, of orbits of the mesh. -/
def irreducibleCount (N : ℕ) : ℕ :=
  Nat.card (MulAction.orbitRel.Quotient (symmetryGroup N) (KMesh N))

/-- The threefold rotation followed by time reversal. -/
def sixfold (N : ℕ) : Equiv.Perm (KMesh N) := timeReversal N * rotation N

/-- The action of the first six powers of the combined operation on a k-point. -/
theorem sixfold_pow (N : ℕ) (a b : ZMod N) :
    (sixfold N ^ 1) (a, b) = (b, b - a) ∧ (sixfold N ^ 2) (a, b) = (b - a, -a) ∧
    (sixfold N ^ 3) (a, b) = (-a, -b) ∧ (sixfold N ^ 4) (a, b) = (-b, a - b) ∧
    (sixfold N ^ 5) (a, b) = (a - b, a) ∧ (sixfold N ^ 6) (a, b) = (a, b) := by
  have h : ∀ x y : ZMod N, sixfold N (x, y) = (y, y - x) := by
    intro x y
    show ((- -y, -(x - y)) : ZMod N × ZMod N) = (y, y - x)
    congr 1 <;> ring
  refine ⟨?_, ?_, ?_, ?_, ?_, ?_⟩ <;>
    simp only [pow_succ, pow_zero, one_mul, Equiv.Perm.mul_apply, h] <;>
    congr 1 <;> ring

/-- The combined operation alone generates the whole symmetry group. -/
theorem symmetryGroup_eq_zpowers (N : ℕ) :
    symmetryGroup N = Subgroup.zpowers (sixfold N) := by
  have h4 : sixfold N ^ 4 = rotation N :=
    Equiv.ext fun ⟨a, b⟩ => (sixfold_pow N a b).2.2.2.1
  have h3 : sixfold N ^ 3 = timeReversal N :=
    Equiv.ext fun ⟨a, b⟩ => (sixfold_pow N a b).2.2.1
  have m4 : rotation N ∈ Subgroup.zpowers (sixfold N) := by
    rw [← h4]
    exact Subgroup.pow_mem _ (Subgroup.mem_zpowers _) 4
  have m3 : timeReversal N ∈ Subgroup.zpowers (sixfold N) := by
    rw [← h3]
    exact Subgroup.pow_mem _ (Subgroup.mem_zpowers _) 3
  apply le_antisymm
  · refine (Subgroup.closure_le _).2 ?_
    rintro g (rfl | rfl)
    · exact m4
    · exact m3
  · refine Subgroup.zpowers_le.2 (Subgroup.mul_mem _ ?_ ?_)
    · exact Subgroup.subset_closure (by simp)
    · exact Subgroup.subset_closure (by simp)

/-- Orbit counting for a cyclic symmetry: if S ^ n = 1 on a finite set, then n times the number
of orbits is the total number of points fixed by S ^ 0, ..., S ^ (n - 1). -/
theorem cyclic_orbit_count {X : Type} [Finite X] (n : ℕ) [NeZero n] (S : Equiv.Perm X)
    (hS : S ^ n = 1) :
    n * Nat.card (MulAction.orbitRel.Quotient (Subgroup.zpowers S) X) =
      ∑ i ∈ Finset.range n, Nat.card {x : X // (S ^ i) x = x} := by
  -- let the abstract cyclic group of order n act through the powers of S
  let φ : Multiplicative (Fin n) →* Equiv.Perm X :=
    { toFun := fun j => S ^ (Multiplicative.toAdd j : Fin n).val
      map_one' := by
        show S ^ (0 : Fin n).val = 1
        simp
      map_mul' := fun i j => by
        show S ^ (Multiplicative.toAdd i + Multiplicative.toAdd j : Fin n).val =
          S ^ (Multiplicative.toAdd i : Fin n).val * S ^ (Multiplicative.toAdd j : Fin n).val
        rw [Fin.val_add, ← pow_eq_pow_mod _ hS, pow_add] }
  let act : MulAction (Multiplicative (Fin n)) X := MulAction.compHom X φ
  have hrel : MulAction.orbitRel (Subgroup.zpowers S) X =
      MulAction.orbitRel (Multiplicative (Fin n)) X := by
    ext x y
    rw [MulAction.orbitRel_apply, MulAction.orbitRel_apply]
    constructor
    · rintro ⟨⟨g, hg⟩, hx⟩
      obtain ⟨m, hm⟩ := mem_powers_iff_mem_zpowers.mpr hg
      have hm' : S ^ m = g := hm
      refine ⟨Multiplicative.ofAdd ⟨m % n, Nat.mod_lt _ (NeZero.pos n)⟩, ?_⟩
      show (S ^ (m % n)) y = x
      rw [← pow_eq_pow_mod m hS, hm']
      exact hx
    · rintro ⟨j, hx⟩
      exact ⟨⟨S ^ (Multiplicative.toAdd j : Fin n).val,
        Subgroup.pow_mem _ (Subgroup.mem_zpowers S) _⟩, hx⟩
  show n * Nat.card (Quotient (MulAction.orbitRel (Subgroup.zpowers S) X)) = _
  rw [hrel, Finset.sum_range]
  have : ∀ a : Multiplicative (Fin n), Fintype (MulAction.fixedBy X a) :=
    fun a => Fintype.ofFinite _
  have : Fintype (MulAction.orbitRel.Quotient (Multiplicative (Fin n)) X) :=
    Fintype.ofFinite _
  have B := MulAction.sum_card_fixedBy_eq_card_orbits_mul_card_group (Multiplicative (Fin n)) X
  have hc : Fintype.card (Multiplicative (Fin n)) = n := by simp
  rw [hc, ← Nat.card_eq_fintype_card, mul_comm] at B
  refine B.symm.trans ?_
  rw [← Equiv.sum_comp Multiplicative.ofAdd]
  refine Finset.sum_congr rfl fun j _ => ?_
  rw [← Nat.card_eq_fintype_card]
  rfl

/-- For a prime p, the equation p a = 0 on a ring of N mesh coordinates has p solutions if p
divides N, and one otherwise. -/
theorem card_torsion (N p : ℕ) [NeZero N] (hp : p.Prime) :
    Nat.card {a : ZMod N // (p : ZMod N) * a = 0} = if p ∣ N then p else 1 := by
  split_ifs with h
  · obtain ⟨m, hm⟩ := h
    have hN : 0 < N := NeZero.pos N
    have hm0 : 0 < m := Nat.pos_of_ne_zero (by
      intro h0
      rw [h0, mul_zero] at hm
      omega)
    have hlt : ∀ j : Fin p, m * j.val < N := by
      intro j
      have := j.isLt
      rw [hm]
      nlinarith
    -- the solutions are the multiples of m = N / p
    let f : Fin p → {a : ZMod N // (p : ZMod N) * a = 0} := fun j =>
      ⟨((m * j.val : ℕ) : ZMod N), by
        rw [← Nat.cast_mul, CharP.cast_eq_zero_iff (ZMod N) N]
        exact ⟨j.val, by rw [hm, mul_assoc]⟩⟩
    have hf : Function.Bijective f := by
      constructor
      · intro i j hij
        have h1 : ((m * i.val : ℕ) : ZMod N) = ((m * j.val : ℕ) : ZMod N) :=
          congrArg Subtype.val hij
        have h2 := congrArg ZMod.val h1
        rw [ZMod.val_natCast_of_lt (hlt i), ZMod.val_natCast_of_lt (hlt j)] at h2
        exact Fin.ext (Nat.eq_of_mul_eq_mul_left hm0 h2)
      · rintro ⟨a, ha⟩
        have h1 : N ∣ p * a.val := by
          rw [← CharP.cast_eq_zero_iff (ZMod N) N, Nat.cast_mul, ZMod.natCast_zmod_val]
          exact ha
        obtain ⟨c, hc⟩ := h1
        have h2 : N * c = p * (m * c) := by rw [hm, mul_assoc]
        have hc' : a.val = m * c := Nat.eq_of_mul_eq_mul_left hp.pos (hc.trans h2)
        have hv := ZMod.val_lt a
        have hcp : c < p := by
          by_contra hge
          have h3 : m * p ≤ m * c := Nat.mul_le_mul le_rfl (not_lt.mp hge)
          have h4 : N = m * p := by rw [hm, mul_comm p m]
          omega
        refine ⟨⟨c, hcp⟩, Subtype.ext ?_⟩
        show ((m * c : ℕ) : ZMod N) = a
        rw [← hc', ZMod.natCast_zmod_val]
    exact (Nat.card_eq_of_bijective f hf).symm.trans (by simp)
  · have hu : IsUnit (p : ZMod N) :=
      (ZMod.isUnit_iff_coprime p N).mpr ((Nat.Prime.coprime_iff_not_dvd hp).mpr h)
    have : Subsingleton {a : ZMod N // (p : ZMod N) * a = 0} :=
      ⟨fun x y => Subtype.ext (hu.mul_left_cancel (x.2.trans y.2.symm))⟩
    have : Nonempty {a : ZMod N // (p : ZMod N) * a = 0} := ⟨⟨0, mul_zero _⟩⟩
    exact Nat.card_unique

/-- The sixfold operation and its fifth power each leave only Γ (k = 0) fixed. -/
theorem sixfold_fixes_only_gamma (N : ℕ) (k : KMesh N) :
    ((sixfold N ^ 1) k = k ↔ k = 0) ∧ ((sixfold N ^ 5) k = k ↔ k = 0) := by
  obtain ⟨a, b⟩ := k
  rw [(sixfold_pow N a b).1, (sixfold_pow N a b).2.2.2.2.1, Prod.mk_eq_zero,
    Prod.mk.injEq, Prod.mk.injEq]
  refine ⟨⟨fun ⟨h1, h2⟩ => ⟨?_, ?_⟩, ?_⟩, ⟨fun ⟨h1, h2⟩ => ⟨?_, ?_⟩, ?_⟩⟩
  · linear_combination -h2
  · linear_combination h1 - h2
  · rintro ⟨rfl, rfl⟩
    simp
  · linear_combination h2 - h1
  · linear_combination -h1
  · rintro ⟨rfl, rfl⟩
    simp

/-- The mesh contains four time-reversal-invariant momenta (k = -k) if N is even, and one
if N is odd. -/
theorem card_invariant_momenta (N : ℕ) [NeZero N] :
    Nat.card {k : KMesh N // timeReversal N k = k} = if 2 ∣ N then 4 else 1 := by
  have t := card_torsion N 2 Nat.prime_two
  simp only [Nat.cast_ofNat] at t
  have h : ∀ k : KMesh N, timeReversal N k = k ↔ 2 * k.1 = 0 ∧ 2 * k.2 = 0 := by
    rintro ⟨a, b⟩
    show ((-a, -b) : ZMod N × ZMod N) = (a, b) ↔ 2 * a = 0 ∧ 2 * b = 0
    rw [Prod.mk.injEq]
    exact ⟨fun ⟨h1, h2⟩ => ⟨by linear_combination -h1, by linear_combination -h2⟩,
      fun ⟨h1, h2⟩ => ⟨by linear_combination -h1, by linear_combination -h2⟩⟩
  let e : {k : KMesh N // timeReversal N k = k} ≃
      {a : ZMod N // 2 * a = 0} × {a : ZMod N // 2 * a = 0} :=
    { toFun := fun x => (⟨x.1.1, ((h x.1).1 x.2).1⟩, ⟨x.1.2, ((h x.1).1 x.2).2⟩)
      invFun := fun y => ⟨(y.1.1, y.2.1), (h (y.1.1, y.2.1)).2 ⟨y.1.2, y.2.2⟩⟩
      left_inv := fun _ => rfl
      right_inv := fun _ => rfl }
  rw [Nat.card_congr e, Nat.card_prod, t]
  split_ifs <;> rfl

/-- Six times the number of irreducible k-points equals N² + F2 + 2 F3 + 2, with F2 = 4 for
even N and 1 otherwise, and F3 = 3 if 3 divides N and 1 otherwise. -/
theorem six_mul_irreducibleCount (N : ℕ) [NeZero N] :
    6 * irreducibleCount N =
      N ^ 2 + (if 2 ∣ N then 4 else 1) + 2 * (if 3 ∣ N then 3 else 1) + 2 := by
  have t := card_torsion N 3 Nat.prime_three
  simp only [Nat.cast_ofNat] at t
  -- a condition met exactly by the points (a, -a) with 3a = 0 has 3 solutions if 3 ∣ N, else 1
  have axis : ∀ P : KMesh N → Prop, (∀ a b, P (a, b) ↔ b = -a ∧ 3 * a = 0) →
      Nat.card {k : KMesh N // P k} = if 3 ∣ N then 3 else 1 := by
    intro P hP
    let e : {k : KMesh N // P k} ≃ {a : ZMod N // 3 * a = 0} :=
      { toFun := fun x => ⟨x.1.1, ((hP x.1.1 x.1.2).1 x.2).2⟩
        invFun := fun a => ⟨(a.1, -a.1), (hP a.1 (-a.1)).2 ⟨rfl, a.2⟩⟩
        left_inv := fun x =>
          Subtype.ext (Prod.ext rfl ((hP x.1.1 x.1.2).1 x.2).1.symm)
        right_inv := fun _ => rfl }
    rw [Nat.card_congr e, t]
  have c0 : Nat.card {k : KMesh N // (sixfold N ^ 0) k = k} = N ^ 2 := by
    rw [Nat.card_congr (Equiv.subtypeUnivEquiv
      (p := fun k : KMesh N => (sixfold N ^ 0) k = k) fun k => by simp),
      Nat.card_prod, Nat.card_zmod, sq]
  have c1 : Nat.card {k : KMesh N // (sixfold N ^ 1) k = k} = 1 := by
    rw [Nat.card_congr (Equiv.subtypeEquivRight fun k => (sixfold_fixes_only_gamma N k).1)]
    exact Nat.card_unique
  have c5 : Nat.card {k : KMesh N // (sixfold N ^ 5) k = k} = 1 := by
    rw [Nat.card_congr (Equiv.subtypeEquivRight fun k => (sixfold_fixes_only_gamma N k).2)]
    exact Nat.card_unique
  have c2 := axis (fun k => (sixfold N ^ 2) k = k) (by
    intro a b
    rw [(sixfold_pow N a b).2.1, Prod.mk.injEq]
    exact ⟨fun ⟨h1, h2⟩ => ⟨by linear_combination -h2, by linear_combination -h1 - h2⟩,
      fun ⟨h1, h2⟩ => ⟨by linear_combination h1 - h2, by linear_combination -h1⟩⟩)
  have c4 := axis (fun k => (sixfold N ^ 4) k = k) (by
    intro a b
    rw [(sixfold_pow N a b).2.2.2.1, Prod.mk.injEq]
    exact ⟨fun ⟨h1, h2⟩ => ⟨by linear_combination -h1, by linear_combination h2 - 2 * h1⟩,
      fun ⟨h1, h2⟩ => ⟨by linear_combination -h1, by linear_combination h2 - 2 * h1⟩⟩)
  have h3 : sixfold N ^ 3 = timeReversal N :=
    Equiv.ext fun ⟨a, b⟩ => (sixfold_pow N a b).2.2.1
  have c3 := card_invariant_momenta N
  rw [← h3] at c3
  have h6 : sixfold N ^ 6 = 1 :=
    Equiv.ext fun ⟨a, b⟩ => (sixfold_pow N a b).2.2.2.2.2
  -- add up the fixed points of the six operations
  have h := cyclic_orbit_count 6 (sixfold N) h6
  simp only [Finset.sum_range_succ, Finset.sum_range_zero] at h
  rw [c0, c1, c2, c3, c4, c5] at h
  unfold irreducibleCount
  rw [symmetryGroup_eq_zpowers, h]
  ring

/-- The number of irreducible k-points of the N × N mesh under a threefold axis and time reversal is
(N² + F2 + 2 F3 + 2) / 6, with F2 = 4 for even N and 1 otherwise, and F3 = 3 if 3 divides N and 1
otherwise. -/
theorem irreducibleCount_eq (N : ℕ) [NeZero N] :
    irreducibleCount N =
      (N ^ 2 + (if 2 ∣ N then 4 else 1) + 2 * (if 3 ∣ N then 3 else 1) + 2) / 6 := by
  rw [← six_mul_irreducibleCount N]
  exact (Nat.mul_div_cancel_left _ (by norm_num)).symm

/-- Six times the number of irreducible k-points exceeds the full mesh size N² by at least 5
and at most 12. -/
theorem irreducibleCount_bounds (N : ℕ) [NeZero N] :
    N ^ 2 + 5 ≤ 6 * irreducibleCount N ∧ 6 * irreducibleCount N ≤ N ^ 2 + 12 := by
  have h := six_mul_irreducibleCount N
  split_ifs at h <;> constructor <;> omega

/-- A mesh with N = 6m divisions along each axis has exactly 6m² + 2 irreducible k-points. -/
theorem irreducibleCount_six_mul (N m : ℕ) [NeZero N] (hN : N = 6 * m) :
    irreducibleCount N = 6 * m ^ 2 + 2 := by
  have h := six_mul_irreducibleCount N
  have h2 : 2 ∣ N := by omega
  have h3 : 3 ∣ N := by omega
  rw [if_pos h2, if_pos h3] at h
  have hs : N ^ 2 = 36 * m ^ 2 := by
    rw [hN]
    ring
  omega

end

end ThreefoldTimeReversalMesh
```

```lean
#print axioms ThreefoldTimeReversalMesh.irreducibleCount_eq
#print axioms ThreefoldTimeReversalMesh.irreducibleCount_bounds
#print axioms ThreefoldTimeReversalMesh.irreducibleCount_six_mul
```

```
'ThreefoldTimeReversalMesh.irreducibleCount_eq' depends on axioms: [propext, Classical.choice, Quot.sound]
'ThreefoldTimeReversalMesh.irreducibleCount_bounds' depends on axioms: [propext, Classical.choice, Quot.sound]
'ThreefoldTimeReversalMesh.irreducibleCount_six_mul' depends on axioms: [propext, Classical.choice, Quot.sound]
```

## How the Lean statement describes the mesh

`KMesh N` is the set of pairs in `ZMod N`. The pair \((a,b)\) stands for the k-point \((a\,\mathbf b_1+b\,\mathbf b_2)/N\), with arithmetic modulo \(N\) identifying points that differ by a reciprocal lattice vector. The chosen form of `rotation` sends \(\mathbf b_1\) to \(\mathbf b_2\) and \(\mathbf b_2\) to \(-\mathbf b_1-\mathbf b_2\), so it is a 120° rotation for equally long basis vectors at 120° to each other. If the reciprocal basis vectors are at 60° instead, as for a hexagonal cell whose lattice vectors are at 120°, replacing \(\mathbf b_2\) by \(\mathbf b_2-\mathbf b_1\) gives vectors at 120° and the same set of k-points, so the count is unchanged.

`symmetryGroup N` is the subgroup of permutations generated by `rotation N` and `timeReversal N`, and `irreducibleCount N` is its number of orbits. The hypothesis `[NeZero N]` means \(N\ge1\).

The theorem `irreducibleCount_eq` is the requested formula. Its division is natural-number division, which rounds down; `six_mul_irreducibleCount` states the equation multiplied by 6 and so shows that nothing is rounded. The bounds and the case \(N=6m\) are `irreducibleCount_bounds` and `irreducibleCount_six_mul`.

The theorems concern the action on mesh points alone. That energies agree along an orbit is physical input. It holds when the Hamiltonian is invariant under the threefold rotation about an axis perpendicular to the plane of the mesh and under time reversal, which relates the spectra at \(k\) and \(-k\). Shifted meshes, mirror symmetries and three-dimensional meshes are not treated. For a band-structure calculation on a two-dimensional Γ-centred mesh in which only these two symmetries are used, the count is the number of k-points at which the Hamiltonian is diagonalised when one point is kept from each orbit.

## How the proof follows the count

`sixfold_pow` establishes the table of powers: it unfolds each power into repeated applications of \(S\), and `ring` checks the coordinates. `symmetryGroup_eq_zpowers` proves two inclusions, using \(R=S^4\) and \(T=S^3\) in one direction and \(S=TR\) in the other.

`cyclic_orbit_count` proves the counting rule for any permutation of a finite set with \(S^n=1\). It lets an abstract cyclic group of order \(n\) act through the powers of \(S\), shows in `hrel` that this gives the same orbits, and applies Mathlib's form of Burnside's lemma. Because the abstract group always has \(n\) elements, different elements may act identically, as they do for \(N=1\) and \(N=2\).

`card_torsion` solves \(pa=0\). When \(p\) divides \(N\), the map `f` sends \(j\) to \(mj\) and is shown to be a bijection from \(p\) labels onto the solutions; otherwise \(p\) is a unit and can be cancelled.

`sixfold_fixes_only_gamma` handles \(S\) and \(S^5\), with `linear_combination` carrying out the eliminations. `card_invariant_momenta` splits the condition \(-k=k\) into two independent equations \(2a=0\) and \(2b=0\), and multiplies their solution counts.

In `six_mul_irreducibleCount`, the local statement `axis` matches points \((a,-a)\) with solutions of \(3a=0\) and serves both \(S^2\) and \(S^4\). The facts `c0` to `c5` are the six fixed-point counts, which are then substituted into the counting rule with \(n=6\). The bounds follow by splitting into the divisibility cases, and the \(N=6m\) formula by inserting \(N^2=36m^2\).
